# On an even periodic 1D grid with the three-point second difference, the fourth-order Taylor step for a free particle never increases the norm exactly when the time step is at most $\sqrt2\,mh^2/\hbar$

## Two grid points

Take two periodic grid points with spacing $h>0$, in units $\hbar=m=1$. The kinetic energy $T$, minus half the second difference divided by $h^2$, multiplies the alternating wave $(1,-1)$ by $2/h^2$. With $x=2\,dt/h^2$, a Taylor step of length $dt>0$ multiplies this wave by $1-ix-\frac{x^2}{2}+\frac{ix^3}{6}+\frac{x^4}{24}$, whose squared modulus is

$$g(x)=\Big(1-\tfrac{x^2}{2}+\tfrac{x^4}{24}\Big)^2+\Big(x-\tfrac{x^3}{6}\Big)^2=1-\tfrac{x^6}{72}+\tfrac{x^8}{576}.$$

This is at most 1 exactly when $x^2\le8$, that is, $dt\le\sqrt2\,h^2$.

## The step in a propagation code

To apply the step, a code can set $\phi=\psi$, then for $\ell=1,\dots,4$ replace $\phi$ by $(-i\,dt/\ell)\,T\phi$ and add it to $\psi$. Some real-time density functional codes use such a Taylor step with the full Kohn–Sham Hamiltonian in place of $T$. For the free, one-dimensional particle treated here, halving $h$ divides the largest stable $dt$ by four.

## What is stated

For even $N$, `taylorStep_stable_iff` says that the step increases the norm of no wavefunction if and only if $dt\le\sqrt2\,h^2$. Wavefunctions are functions `ZMod N → ℂ`, so indices wrap around; `kinetic N h` is $T$, and `taylorStep N h dt` is the Taylor sum itself. `sqNorm` is $\|\psi\|^2=\sum_j|\psi_j|^2$; the omitted grid weight $h$ does not affect the comparison.

Potentials, time-dependent Hamiltonians and accuracy are not covered. A stable step may still lose norm.

## Derivation for every even grid

**Spectrum.** Let $w_k(j)=e^{2\pi ikj/N}$; dividing by $\sqrt N$ normalises it. Its neighbour values carry factors $e^{\pm2\pi ik/N}$, so
$$Tw_k=\mu_kw_k,\qquad \mu_k=\frac{1-\cos(2\pi k/N)}{h^2}.$$
The maximum is $2/h^2$, at $k=N/2$. Shifting the summation index shows that $T$ is symmetric. If $T\psi=\mu\psi$, then $(\mu-\mu_k)\langle w_k,\psi\rangle=0$; were $\mu$ different from every $\mu_k$, all Fourier coefficients would vanish and $\psi=0$.

**Norm balance.** Write the step as $A-iB$, with $A=1-\frac{dt^2T^2}{2}+\frac{dt^4T^4}{24}$ and $B=dt\,T-\frac{dt^3T^3}{6}$. These are symmetric and commute, so the squared norm after the step is $\langle\psi,(A^2+B^2)\psi\rangle$. The two-point algebra gives
$$\|\psi\|^2-\tfrac{dt^6}{72}\|T^3\psi\|^2+\tfrac{dt^8}{576}\|T^4\psi\|^2.$$

**Sufficiency.** From $|b-2a+d|^2\le4(|b|^2+2|a|^2+|d|^2)$, summed over the grid, $\|T\phi\|^2\le(4/h^4)\|\phi\|^2$. With $\phi=T^3\psi$, the growth term is at most $\frac{dt^6}{576}\cdot\frac{4\,dt^2}{h^4}\|T^3\psi\|^2$. If $dt\le\sqrt2\,h^2$, then $4\,dt^2/h^4\le8$, and the damping term covers it.

**Necessity.** On $w_{N/2}$ the squared norm is multiplied by $g(2\,dt/h^2)$, which exceeds 1 beyond the threshold. After $n$ steps the factor is $g^n\to\infty$.

## Three points break the equivalence

For $N=3$ the largest eigenvalue is only $3/(2h^2)$. At $dt=1.8\,h^2>\sqrt2\,h^2$ the largest $x$ is $2.7$, and $2.7^2<8$, so no norm grows. Evenness is what puts the alternating wave on the grid.

## The Lean file

```lean
import Mathlib

open Matrix Filter

namespace TaylorStepGrid

noncomputable section

/-- The kinetic energy operator on a periodic grid with `N` points and spacing `h ≠ 0`: minus one
half of the second difference divided by `h²`. -/
def kinetic (N : ℕ) (h : ℝ) : Module.End ℂ (ZMod N → ℂ) where
  toFun ψ j := ((-(1 / (2 * h ^ 2)) : ℝ) : ℂ) * (ψ (j + 1) - 2 * ψ j + ψ (j - 1))
  map_add' φ ψ := by
    ext j
    simp only [Pi.add_apply]
    ring
  map_smul' c ψ := by
    ext j
    simp only [Pi.smul_apply, smul_eq_mul, RingHom.id_apply]
    ring

/-- The fourth-order Taylor polynomial of `exp (-i dt T)`, with `T` the kinetic energy. -/
def taylorStep (N : ℕ) (h dt : ℝ) : Module.End ℂ (ZMod N → ℂ) :=
  ∑ m ∈ Finset.range 5, ((-Complex.I * dt) ^ m / (m.factorial : ℂ)) • kinetic N h ^ m

/-- The squared norm of a wavefunction on the grid. -/
def sqNorm {N : ℕ} [NeZero N] (ψ : ZMod N → ℂ) : ℝ := ∑ j, ‖ψ j‖ ^ 2

/-- The plane wave `exp (2 π i k j / N)` on the grid. -/
def planeWave {N : ℕ} [NeZero N] (k : ZMod N) : ZMod N → ℂ :=
  fun j => ZMod.stdAddChar (k * j)

/-- The energy `(1 - cos (2 π k / N)) / h²`, for `N ≠ 0` and `h ≠ 0`. -/
def level (N : ℕ) (h : ℝ) (k : ZMod N) : ℝ :=
  (1 - Real.cos (2 * Real.pi * k.val / N)) / h ^ 2

/-- The polynomial `1 - x⁶/72 + x⁸/576`. -/
def gain (x : ℝ) : ℝ := 1 - x ^ 6 / 72 + x ^ 8 / 576

variable {N : ℕ} [NeZero N]

/-- The kinetic energy operator is symmetric. -/
theorem kinetic_symm (h : ℝ) (φ ψ : ZMod N → ℂ) :
    star (kinetic N h φ) ⬝ᵥ ψ = star φ ⬝ᵥ kinetic N h ψ := by
  -- summation by parts: shift the grid by one point
  have s1 : ∑ j, star (φ (j + 1)) * ψ j = ∑ j, star (φ j) * ψ (j - 1) :=
    Fintype.sum_equiv (Equiv.addRight 1) _ _ (fun j => by simp)
  have s2 : ∑ j, star (φ (j - 1)) * ψ j = ∑ j, star (φ j) * ψ (j + 1) :=
    Fintype.sum_equiv (Equiv.subRight 1) _ _ (fun j => by simp)
  have L : star (kinetic N h φ) ⬝ᵥ ψ = ((-(1 / (2 * h ^ 2)) : ℝ) : ℂ) *
      (∑ j, star (φ (j + 1)) * ψ j - 2 * ∑ j, star (φ j) * ψ j
        + ∑ j, star (φ (j - 1)) * ψ j) := by
    simp only [dotProduct, Finset.mul_sum, ← Finset.sum_sub_distrib, ← Finset.sum_add_distrib]
    refine Finset.sum_congr rfl fun j _ => ?_
    simp only [Pi.star_apply, kinetic, LinearMap.coe_mk, AddHom.coe_mk, Complex.star_def,
      map_mul, map_add, map_sub, map_ofNat, Complex.conj_ofReal]
    ring
  have R : star φ ⬝ᵥ kinetic N h ψ = ((-(1 / (2 * h ^ 2)) : ℝ) : ℂ) *
      (∑ j, star (φ j) * ψ (j - 1) - 2 * ∑ j, star (φ j) * ψ j
        + ∑ j, star (φ j) * ψ (j + 1)) := by
    simp only [dotProduct, Finset.mul_sum, ← Finset.sum_sub_distrib, ← Finset.sum_add_distrib]
    refine Finset.sum_congr rfl fun j _ => ?_
    simp only [Pi.star_apply, kinetic, LinearMap.coe_mk, AddHom.coe_mk]
    ring
  rw [L, R, s1, s2]

/-- The kinetic energy operator stretches no wavefunction by more than `2 / h²`. -/
theorem kinetic_bound (h : ℝ) (φ : ZMod N → ℂ) :
    sqNorm (kinetic N h φ) ≤ (2 / h ^ 2) ^ 2 * sqNorm φ := by
  have tri : ∀ a b d : ℂ,
      ‖b - 2 * a + d‖ ^ 2 ≤ 4 * (‖b‖ ^ 2 + 2 * ‖a‖ ^ 2 + ‖d‖ ^ 2) := by
    intro a b d
    have h1 : ‖b - 2 * a + d‖ ≤ ‖b‖ + 2 * ‖a‖ + ‖d‖ := by
      have e1 := norm_add_le (b - 2 * a) d
      have e2 := norm_sub_le b (2 * a)
      have e3 : ‖2 * a‖ = 2 * ‖a‖ := by simp
      linarith
    have h2 := pow_le_pow_left₀ (norm_nonneg _) h1 2
    nlinarith [sq_nonneg (‖b‖ - ‖a‖), sq_nonneg (‖d‖ - ‖a‖), sq_nonneg (‖b‖ - ‖d‖)]
  have s1 : ∑ j, ‖φ (j + 1)‖ ^ 2 = ∑ j, ‖φ j‖ ^ 2 :=
    Fintype.sum_equiv (Equiv.addRight 1) _ _ (fun j => by simp)
  have s2 : ∑ j, ‖φ (j - 1)‖ ^ 2 = ∑ j, ‖φ j‖ ^ 2 :=
    Fintype.sum_equiv (Equiv.subRight 1) _ _ (fun j => by simp)
  calc sqNorm (kinetic N h φ)
      ≤ ∑ j, (-(1 / (2 * h ^ 2))) ^ 2 *
          (4 * (‖φ (j + 1)‖ ^ 2 + 2 * ‖φ j‖ ^ 2 + ‖φ (j - 1)‖ ^ 2)) := by
        refine Finset.sum_le_sum fun j _ => ?_
        simp only [kinetic, LinearMap.coe_mk, AddHom.coe_mk]
        rw [norm_mul, mul_pow, Complex.norm_real, Real.norm_eq_abs, sq_abs]
        exact mul_le_mul_of_nonneg_left (tri _ _ _) (sq_nonneg _)
    _ = (2 / h ^ 2) ^ 2 * sqNorm φ := by
        rw [← Finset.mul_sum, ← Finset.mul_sum, Finset.sum_add_distrib,
          Finset.sum_add_distrib, ← Finset.mul_sum, s1, s2, sqNorm]
        ring

/-- Each plane wave is an eigenvector of the kinetic energy, with eigenvalue `level N h k`. -/
theorem kinetic_planeWave (h : ℝ) (k : ZMod N) :
    kinetic N h (planeWave k) = (level N h k : ℂ) • planeWave k := by
  have e1 : (ZMod.stdAddChar k : ℂ) =
      Complex.exp (((2 * Real.pi * k.val / N : ℝ) : ℂ) * Complex.I) := by
    have e := ZMod.stdAddChar_coe (N := N) (k.val : ℤ)
    simp only [Int.cast_natCast, ZMod.natCast_zmod_val] at e
    rw [e]
    congr 1
    push_cast
    ring
  have e2 : (ZMod.stdAddChar (-k) : ℂ) =
      Complex.exp (-((2 * Real.pi * k.val / N : ℝ) : ℂ) * Complex.I) := by
    have e := ZMod.stdAddChar_coe (N := N) (-(k.val : ℤ))
    simp only [Int.cast_neg, Int.cast_natCast, ZMod.natCast_zmod_val] at e
    rw [e]
    congr 1
    push_cast
    ring
  have hc : (ZMod.stdAddChar k : ℂ) + ZMod.stdAddChar (-k) =
      2 * ((Real.cos (2 * Real.pi * k.val / N) : ℝ) : ℂ) := by
    rw [e1, e2, Complex.ofReal_cos, Complex.cos]
    ring
  ext j
  have hp : (ZMod.stdAddChar (k * (j + 1)) : ℂ) =
      ZMod.stdAddChar (k * j) * ZMod.stdAddChar k := by
    rw [mul_add, mul_one, AddChar.map_add_eq_mul]
  have hm : (ZMod.stdAddChar (k * (j - 1)) : ℂ) =
      ZMod.stdAddChar (k * j) * ZMod.stdAddChar (-k) := by
    rw [mul_sub, mul_one, sub_eq_add_neg, AddChar.map_add_eq_mul]
  simp only [kinetic, LinearMap.coe_mk, AddHom.coe_mk, planeWave, Pi.smul_apply, smul_eq_mul,
    hp, hm, level, Complex.ofReal_div, Complex.ofReal_sub, Complex.ofReal_one,
    Complex.ofReal_pow, Complex.ofReal_neg, Complex.ofReal_mul, Complex.ofReal_ofNat]
  linear_combination (-(ZMod.stdAddChar (k * j) : ℂ) / (2 * (h : ℂ) ^ 2)) * hc

/-- The eigenvalues of the kinetic energy are exactly the numbers `level N h k`. -/
theorem kinetic_spectrum (h : ℝ) (μ : ℂ) :
    (∃ ψ : ZMod N → ℂ, ψ ≠ 0 ∧ kinetic N h ψ = μ • ψ) ↔ ∃ k, μ = level N h k := by
  constructor
  · rintro ⟨ψ, hψ, hT⟩
    by_contra hno
    have hno' : ∀ k, μ ≠ level N h k := fun k hk => hno ⟨k, hk⟩
    apply hψ
    -- otherwise every Fourier coefficient of the eigenvector vanishes
    have hz : ZMod.dft ψ = 0 := by
      ext k
      have hov : star (planeWave k) ⬝ᵥ ψ = 0 := by
        have hs := kinetic_symm h (planeWave k) ψ
        rw [kinetic_planeWave, hT, star_smul, smul_dotProduct, dotProduct_smul, smul_eq_mul,
          smul_eq_mul, Complex.star_def, Complex.conj_ofReal] at hs
        have h0 : (μ - level N h k) * (star (planeWave k) ⬝ᵥ ψ) = 0 := by
          linear_combination -hs
        exact (mul_eq_zero.1 h0).resolve_left (sub_ne_zero.2 (hno' k))
      rw [ZMod.dft_apply]
      refine Eq.trans ?_ hov
      simp only [dotProduct]
      refine Finset.sum_congr rfl fun j _ => ?_
      rw [AddChar.map_neg_eq_conj, mul_comm j k]
      rfl
    exact (LinearEquiv.map_eq_zero_iff ZMod.dft).1 hz
  · rintro ⟨k, rfl⟩
    refine ⟨planeWave k, fun h0 => ?_, kinetic_planeWave h k⟩
    have h1 := congrFun h0 0
    simp [planeWave] at h1

/-- On an even grid the largest level is `2 / h²`, and it is reached at `k = N / 2`. -/
theorem level_max (hN : Even N) (h : ℝ) :
    level N h ((N / 2 : ℕ) : ZMod N) = 2 / h ^ 2 ∧ ∀ k, level N h k ≤ 2 / h ^ 2 := by
  constructor
  · have hN0 : (N : ℝ) ≠ 0 := Nat.cast_ne_zero.2 (NeZero.ne N)
    have c : ((N / 2 : ℕ) : ℝ) * 2 = N := by
      exact_mod_cast Nat.div_mul_cancel hN.two_dvd
    have a : 2 * Real.pi * ((N / 2 : ℕ) : ℝ) / N = Real.pi := by
      rw [div_eq_iff hN0]
      linear_combination Real.pi * c
    rw [level, ZMod.val_natCast_of_lt (Nat.div_lt_self (NeZero.pos N) one_lt_two), a,
      Real.cos_pi]
    ring
  · intro k
    exact div_le_div_of_nonneg_right
      (by linarith [Real.neg_one_le_cos (2 * Real.pi * k.val / N)]) (sq_nonneg h)

/-- The exact change of the squared norm in one Taylor step. -/
theorem norm_balance (h dt : ℝ) (ψ : ZMod N → ℂ) :
    sqNorm (taylorStep N h dt ψ) = sqNorm ψ - dt ^ 6 / 72 * sqNorm ((kinetic N h ^ 3) ψ)
      + dt ^ 8 / 576 * sqNorm ((kinetic N h ^ 4) ψ) := by
  have bridge : ∀ φ : ZMod N → ℂ, (sqNorm φ : ℂ) = star φ ⬝ᵥ φ := by
    intro φ
    simp only [sqNorm, dotProduct, Complex.ofReal_sum, Complex.ofReal_pow]
    exact Finset.sum_congr rfl fun j _ => (Complex.conj_mul' (φ j)).symm
  have p2 : (kinetic N h ^ 2) ψ = kinetic N h (kinetic N h ψ) := by
    simp only [pow_succ, pow_zero, one_mul, Module.End.mul_apply]
  have p3 : (kinetic N h ^ 3) ψ = kinetic N h (kinetic N h (kinetic N h ψ)) := by
    simp only [pow_succ, pow_zero, one_mul, Module.End.mul_apply]
  have p4 : (kinetic N h ^ 4) ψ =
      kinetic N h (kinetic N h (kinetic N h (kinetic N h ψ))) := by
    simp only [pow_succ, pow_zero, one_mul, Module.End.mul_apply]
  have c2 : (-Complex.I * dt) ^ 2 = -(dt : ℂ) ^ 2 := by
    linear_combination (dt : ℂ) ^ 2 * Complex.I_sq
  have c3 : (-Complex.I * dt) ^ 3 = Complex.I * (dt : ℂ) ^ 3 := by
    linear_combination (-Complex.I * (dt : ℂ) ^ 3) * Complex.I_sq
  have c4 : (-Complex.I * dt) ^ 4 = (dt : ℂ) ^ 4 := by
    linear_combination ((dt : ℂ) ^ 4 * (Complex.I ^ 2 - 1)) * Complex.I_sq
  have hP : taylorStep N h dt ψ = ψ + (-(Complex.I * dt)) • kinetic N h ψ
      + (-((dt : ℂ) ^ 2 / 2)) • kinetic N h (kinetic N h ψ)
      + (Complex.I * (dt : ℂ) ^ 3 / 6) • kinetic N h (kinetic N h (kinetic N h ψ))
      + ((dt : ℂ) ^ 4 / 24) •
        kinetic N h (kinetic N h (kinetic N h (kinetic N h ψ))) := by
    ext j
    simp only [taylorStep, Finset.sum_range_succ, Finset.sum_range_zero, zero_add,
      LinearMap.add_apply, LinearMap.smul_apply, Pi.add_apply, Pi.smul_apply, smul_eq_mul,
      c2, c3, c4, p2, p3, p4, pow_zero, pow_one, Module.End.one_apply,
      Nat.factorial_zero, Nat.factorial_one, show Nat.factorial 2 = 2 from rfl,
      show Nat.factorial 3 = 6 from rfl, show Nat.factorial 4 = 24 from rfl]
    push_cast
    ring
  apply Complex.ofReal_injective
  push_cast
  -- symmetry turns every overlap into a moment of the kinetic energy
  simp only [bridge, hP, p3, p4, star_add, star_smul, add_dotProduct, dotProduct_add,
    smul_dotProduct, dotProduct_smul, kinetic_symm, smul_eq_mul, Complex.star_def, map_neg,
    map_mul, map_div₀, map_pow, map_ofNat, Complex.conj_I, Complex.conj_ofReal]
  linear_combination (-(dt : ℂ) ^ 2 * (star ψ ⬝ᵥ kinetic N h (kinetic N h ψ))
    + (dt : ℂ) ^ 4 / 3 *
      (star ψ ⬝ᵥ kinetic N h (kinetic N h (kinetic N h (kinetic N h ψ))))
    - (dt : ℂ) ^ 6 / 36 * (star ψ ⬝ᵥ kinetic N h (kinetic N h (kinetic N h
      (kinetic N h (kinetic N h (kinetic N h ψ))))))) * Complex.I_sq

/-- On an eigenvector with energy `μ`, one step multiplies the squared norm by
`gain (dt * μ)`. -/
theorem sqNorm_step_eigen (h dt μ : ℝ) (φ : ZMod N → ℂ)
    (hφ : kinetic N h φ = (μ : ℂ) • φ) :
    sqNorm (taylorStep N h dt φ) = gain (dt * μ) * sqNorm φ := by
  have p : ∀ n : ℕ, (kinetic N h ^ n) φ = ((μ ^ n : ℝ) : ℂ) • φ := by
    intro n
    induction n with
    | zero => simp
    | succ n ih =>
      rw [pow_succ', Module.End.mul_apply, ih, map_smul, hφ, smul_smul, pow_succ,
        Complex.ofReal_mul]
  have q : ∀ r : ℝ, sqNorm ((r : ℂ) • φ) = r ^ 2 * sqNorm φ := by
    intro r
    simp [sqNorm, mul_pow, Finset.mul_sum]
  rw [norm_balance, p, p, q, q, gain]
  ring

/-- For `h > 0` and `dt > 0`, the gain at the energy `2 / h²` is at most one exactly when `dt ≤ √2
h²`. -/
theorem gain_le_one_iff {h dt : ℝ} (hh : 0 < h) (hdt : 0 < dt) :
    gain (dt * (2 / h ^ 2)) ≤ 1 ↔ dt ≤ Real.sqrt 2 * h ^ 2 := by
  have e1 : (Real.sqrt 2 * h ^ 2) ^ 2 = 2 * (h ^ 2) ^ 2 := by
    rw [mul_pow, Real.sq_sqrt (by norm_num)]
  have e2 : (dt * (2 / h ^ 2)) ^ 2 = 4 * dt ^ 2 / (h ^ 2) ^ 2 := by ring
  have hx : 0 < dt * (2 / h ^ 2) := by positivity
  have hpos : 0 < (h ^ 2) ^ 2 := by positivity
  generalize dt * (2 / h ^ 2) = x at e2 hx ⊢
  constructor
  · intro H
    by_contra hlt
    have h1 := pow_lt_pow_left₀ (not_le.1 hlt) (by positivity) two_ne_zero
    have h2 : 8 < x ^ 2 := by
      rw [e2, lt_div_iff₀ hpos]
      linarith
    have h3 := mul_pos (pow_pos hx 6) (sub_pos.2 h2)
    unfold gain at H
    nlinarith
  · intro H
    have h1 := pow_le_pow_left₀ hdt.le H 2
    have h2 : x ^ 2 ≤ 8 := by
      rw [e2, div_le_iff₀ hpos]
      linarith
    have h3 := mul_nonneg (pow_pos hx 6).le (sub_nonneg.2 h2)
    unfold gain
    nlinarith

/-- On an even periodic grid the fourth-order Taylor step increases the norm of no wavefunction if
and only if `dt ≤ √2 h²`, for `h > 0` and `dt > 0`. -/
theorem taylorStep_stable_iff (hN : Even N) {h dt : ℝ} (hh : 0 < h) (hdt : 0 < dt) :
    (∀ ψ : ZMod N → ℂ, sqNorm (taylorStep N h dt ψ) ≤ sqNorm ψ) ↔
      dt ≤ Real.sqrt 2 * h ^ 2 := by
  constructor
  · intro H
    -- test the step on the shortest wave of the grid
    have hw := kinetic_planeWave h ((N / 2 : ℕ) : ZMod N)
    rw [(level_max hN h).1] at hw
    have h1 := H (planeWave ((N / 2 : ℕ) : ZMod N))
    rw [sqNorm_step_eigen h dt _ _ hw] at h1
    have hpos : 0 < sqNorm (planeWave ((N / 2 : ℕ) : ZMod N)) :=
      Finset.sum_pos' (fun _ _ => by positivity) ⟨0, Finset.mem_univ _, by simp [planeWave]⟩
    rw [← gain_le_one_iff hh hdt]
    by_contra hlt
    nlinarith [mul_pos (sub_pos.2 (not_le.1 hlt)) hpos]
  · intro H ψ
    have h1 := pow_le_pow_left₀ hdt.le H 2
    rw [mul_pow, Real.sq_sqrt (by norm_num)] at h1
    have h2 : dt ^ 2 * (2 / h ^ 2) ^ 2 ≤ 8 := by
      rw [show dt ^ 2 * (2 / h ^ 2) ^ 2 = 4 * dt ^ 2 / (h ^ 2) ^ 2 by ring,
        div_le_iff₀ (by positivity)]
      linarith
    have hb := kinetic_bound h ((kinetic N h ^ 3) ψ)
    rw [← Module.End.mul_apply, ← pow_succ'] at hb
    have hS : 0 ≤ sqNorm ((kinetic N h ^ 3) ψ) := Finset.sum_nonneg fun _ _ => by positivity
    -- the eighth-order growth is dominated by the sixth-order damping
    have h3 : dt ^ 8 / 576 * sqNorm ((kinetic N h ^ 4) ψ) ≤
        dt ^ 6 / 72 * sqNorm ((kinetic N h ^ 3) ψ) := by
      calc dt ^ 8 / 576 * sqNorm ((kinetic N h ^ 4) ψ)
          ≤ dt ^ 8 / 576 * ((2 / h ^ 2) ^ 2 * sqNorm ((kinetic N h ^ 3) ψ)) :=
            mul_le_mul_of_nonneg_left hb (by positivity)
        _ = dt ^ 6 / 576 * sqNorm ((kinetic N h ^ 3) ψ) * (dt ^ 2 * (2 / h ^ 2) ^ 2) := by
            ring
        _ ≤ dt ^ 6 / 576 * sqNorm ((kinetic N h ^ 3) ψ) * 8 :=
            mul_le_mul_of_nonneg_left h2 (by positivity)
        _ = dt ^ 6 / 72 * sqNorm ((kinetic N h ^ 3) ψ) := by ring
    rw [norm_balance]
    linarith

/-- For `h > 0` and `dt > √2 h²` on an even grid, the squared norm of the plane wave with `k = N /
2` tends to infinity under repeated Taylor steps. -/
theorem taylorStep_blowup (hN : Even N) {h dt : ℝ} (hh : 0 < h)
    (hdt : Real.sqrt 2 * h ^ 2 < dt) :
    Tendsto (fun n : ℕ => sqNorm ((taylorStep N h dt ^ n)
      (planeWave ((N / 2 : ℕ) : ZMod N)))) atTop atTop := by
  have hdt0 : 0 < dt := lt_of_le_of_lt (by positivity) hdt
  have hg : 1 < gain (dt * (2 / h ^ 2)) :=
    not_le.1 fun hle => absurd ((gain_le_one_iff hh hdt0).1 hle) (not_le.2 hdt)
  have hw := kinetic_planeWave h ((N / 2 : ℕ) : ZMod N)
  rw [(level_max hN h).1] at hw
  have hpos : 0 < sqNorm (planeWave ((N / 2 : ℕ) : ZMod N)) :=
    Finset.sum_pos' (fun _ _ => by positivity) ⟨0, Finset.mem_univ _, by simp [planeWave]⟩
  generalize planeWave ((N / 2 : ℕ) : ZMod N) = w at hw hpos ⊢
  -- the step commutes with the kinetic energy, so the wave stays an eigenvector
  have hcomm : Commute (kinetic N h) (taylorStep N h dt) :=
    Commute.sum_right _ _ _ fun m _ => ((Commute.refl _).pow_right m).smul_right _
  have heig : ∀ n : ℕ, kinetic N h ((taylorStep N h dt ^ n) w) =
      ((2 / h ^ 2 : ℝ) : ℂ) • (taylorStep N h dt ^ n) w := by
    intro n
    rw [← Module.End.mul_apply, (hcomm.pow_right n).eq, Module.End.mul_apply, hw, map_smul]
  have hpow : ∀ n : ℕ, sqNorm ((taylorStep N h dt ^ n) w) =
      gain (dt * (2 / h ^ 2)) ^ n * sqNorm w := by
    intro n
    induction n with
    | zero => simp
    | succ n ih =>
      rw [pow_succ', Module.End.mul_apply, sqNorm_step_eigen h dt _ _ (heig n), ih]
      ring
  simp only [hpow]
  exact (tendsto_pow_atTop_atTop_of_one_lt hg).atTop_mul_const hpos

end

end TaylorStepGrid
```

```lean
#print axioms TaylorStepGrid.kinetic_spectrum
-- 'TaylorStepGrid.kinetic_spectrum' depends on axioms: [propext, Classical.choice, Quot.sound]
#print axioms TaylorStepGrid.taylorStep_stable_iff
-- 'TaylorStepGrid.taylorStep_stable_iff' depends on axioms: [propext, Classical.choice, Quot.sound]
#print axioms TaylorStepGrid.taylorStep_blowup
-- 'TaylorStepGrid.taylorStep_blowup' depends on axioms: [propext, Classical.choice, Quot.sound]
```

## How the proof follows the derivation

- `kinetic_symm` and `kinetic_bound` shift sums with `Fintype.sum_equiv`; the latter gets the pointwise inequality from `nlinarith`.
- `kinetic_planeWave` and `level_max` give the eigenvalues and their maximum. `kinetic_spectrum` uses injectivity of the discrete Fourier transform to exclude others.
- `norm_balance` expands the step in `hP`, moves every $T$ to the right by symmetry, and finishes with `linear_combination` using $i^2=-1$.
- `sqNorm_step_eigen` reduces the balance to `gain`, which is $g$, and `gain_le_one_iff` finds its threshold.
- `taylorStep_stable_iff` combines these: the alternating wave for necessity, the `calc` chain for sufficiency.
- `taylorStep_blowup` shows that the step commutes with $T$, so the wave remains an eigenvector, and induction gives $g^n$.
